# The Dirac and modified Dirac equations are equivalent under $x = P\varphi/(2c)$ when $P$ is injective

A calculation based on the modified Dirac equation works with a pseudo-large component $\varphi$ and can recover the small component afterwards as $x = \sigma\cdot p\,\varphi/(2c)$. That recovery step relies on the pair $(\psi, x)$ solving the original Dirac equations. For one electron in a given potential, and before any truncation to a basis, it does so whenever $P = \sigma\cdot p$ is injective, meaning that $P$ annihilates no nonzero spinor.

## Operators and the two pairs of equations

Let $M$ be a complex vector space, read as the space of two-component spinors. The operators $P$ and $V$ are linear maps from all of $M$ to itself, written `M →ₗ[ℂ] M`. The dimension is free, but both operators must keep $M$ invariant. Smooth, rapidly decreasing spinors with a smooth bounded potential whose derivatives are also bounded fit this description; domain questions for a point-charge Coulomb potential are not treated.

```lean
import Mathlib

open scoped InnerProductSpace

noncomputable section

namespace ModifiedDirac

variable {M : Type*} [AddCommGroup M] [Module ℂ M]
```

In atomic units the kinetic energy operator is $T = P^2/2$.

```lean
/-- The kinetic energy operator `T = P² / 2`, in atomic units. -/
def kinetic (P : M →ₗ[ℂ] M) : M →ₗ[ℂ] M := (1 / 2 : ℂ) • (P ∘ₗ P)
```

The potential enters the lower modified equation between two momentum factors, $W = PVP$. With $P = \sigma\cdot p$ this operator carries the spin-orbit interaction.

```lean
/-- The potential dressed by momentum on both sides, `W = P V P`. -/
def dressedPotential (P V : M →ₗ[ℂ] M) : M →ₗ[ℂ] M := P ∘ₗ V ∘ₗ P
```

The small component is written in terms of $\varphi$ as $x = P\varphi/(2c)$, where the real number $c$ is the speed of light.

```lean
/-- The small component `x = P φ / (2c)` built from a pseudo-large component `φ`,
for `c ≠ 0`. -/
def smallComponent (P : M →ₗ[ℂ] M) (c : ℝ) (φ : M) : M := (1 / (2 * (c : ℂ))) • P φ
```

With the energy $E$ counted from the rest energy, the Dirac equations for the large component $\psi$ and the small component $x$ are

$$V\psi + cPx = E\psi, \qquad cP\psi + (V - 2c^2)x = Ex .$$

The predicate `IsDiracSolution` says that both hold. It allows complex $E$, which includes the real energies of bound states, and it also admits the zero vector.

```lean
/-- The Dirac equations for a large component `ψ` and a small component `x`,
with the energy `E` counted from the rest energy. -/
def IsDiracSolution (P V : M →ₗ[ℂ] M) (c : ℝ) (E : ℂ) (ψ x : M) : Prop :=
  V ψ + (c : ℂ) • P x = E • ψ ∧
    (c : ℂ) • P ψ + (V x - (2 * (c : ℂ) ^ 2) • x) = E • x
```

The modified equations for $\psi$ and $\varphi$ are

$$V\psi + T\varphi = E\psi, \qquad T\psi + \Big(\frac{W}{4c^2} - T\Big)\varphi = \frac{E}{2c^2}\,T\varphi .$$

```lean
/-- The modified Dirac equations for a large component `ψ` and a pseudo-large
component `φ`, for `c ≠ 0`. -/
def IsModifiedSolution (P V : M →ₗ[ℂ] M) (c : ℝ) (E : ℂ) (ψ φ : M) : Prop :=
  V ψ + kinetic P φ = E • ψ ∧
    kinetic P ψ + ((1 / (4 * (c : ℂ) ^ 2)) • dressedPotential P V φ - kinetic P φ)
      = (E / (2 * (c : ℂ) ^ 2)) • kinetic P φ
```

## The upper equations coincide

Inserting $x$ into the coupling term gives

$$cPx = cP\,\frac{P\varphi}{2c} = \tfrac12 P^2\varphi = T\varphi .$$

In Lean, linearity moves the scalars outside $P$, `match_scalars` compares the coefficients of $P^2\varphi$, and `field_simp` cancels $c$.

```lean
/-- The coupling of the small component to the upper equation is the kinetic
energy operator acting on the pseudo-large component. -/
theorem coupling_eq_kinetic (P : M →ₗ[ℂ] M) {c : ℝ} (hc : 0 < c) (φ : M) :
    (c : ℂ) • P (smallComponent P c φ) = kinetic P φ := by
  have h : (c : ℂ) ≠ 0 := Complex.ofReal_ne_zero.mpr hc.ne'
  simp only [smallComponent, kinetic, map_smul, LinearMap.smul_apply, LinearMap.comp_apply]
  match_scalars
  field_simp
```

## The lower equations differ by a factor $P$

Let $r = cP\psi + Vx - 2c^2x - Ex$ be the residual of the lower Dirac equation. Applying $P$ term by term gives

$$P(cP\psi) = 2c\,T\psi, \qquad PVx = \frac{W\varphi}{2c} = 2c\,\frac{W\varphi}{4c^2},$$

$$P(2c^2x) = 2c\,T\varphi, \qquad P(Ex) = \frac{E\,T\varphi}{c} = 2c\,\frac{E}{2c^2}T\varphi .$$

Hence $Pr = 2c\,s$, where $s$ is the residual of the lower modified equation. The proof makes the same comparison, one coefficient for each distinct vector.

```lean
/-- Applying `P` to the residual of the lower Dirac equation gives `2c` times the
residual of the lower modified equation. -/
theorem map_lower_residual (P V : M →ₗ[ℂ] M) {c : ℝ} (hc : 0 < c) (E : ℂ) (ψ φ : M) :
    P ((c : ℂ) • P ψ + (V (smallComponent P c φ)
        - (2 * (c : ℂ) ^ 2) • smallComponent P c φ) - E • smallComponent P c φ)
      = (2 * (c : ℂ)) • (kinetic P ψ
        + ((1 / (4 * (c : ℂ) ^ 2)) • dressedPotential P V φ - kinetic P φ)
        - (E / (2 * (c : ℂ) ^ 2)) • kinetic P φ) := by
  have h : (c : ℂ) ≠ 0 := Complex.ofReal_ne_zero.mpr hc.ne'
  simp only [smallComponent, kinetic, dressedPotential, map_add, map_sub, map_smul,
    LinearMap.smul_apply, LinearMap.comp_apply]
  match_scalars <;> field_simp
  ring
```

## Injectivity removes the factor

If $r = 0$, then $2c\,s = 0$, and $s = 0$ because $c \neq 0$. This direction doesn't use injectivity. Conversely, if $s = 0$, then $Pr = 0$, and injectivity gives $r = 0$. Since the upper equations already agree, the two pairs are equivalent.

In the proof, `and_congr Iff.rfl` disposes of the upper equations, and the two bullets are the two directions just described. Neither $P$ nor $V$ has to be Hermitian.

```lean
/-- For injective `P`, the pair `(ψ, P φ / (2c))` solves the Dirac equations exactly
when `(ψ, φ)` solves the modified Dirac equations at the same energy. -/
theorem dirac_iff_modified (P V : M →ₗ[ℂ] M) (hP : Function.Injective P)
    {c : ℝ} (hc : 0 < c) (E : ℂ) (ψ φ : M) :
    IsDiracSolution P V c E ψ (smallComponent P c φ) ↔ IsModifiedSolution P V c E ψ φ := by
  have h2c : (2 * (c : ℂ)) ≠ 0 :=
    mul_ne_zero two_ne_zero (Complex.ofReal_ne_zero.mpr hc.ne')
  have key := map_lower_residual P V hc E ψ φ
  unfold IsDiracSolution IsModifiedSolution
  -- the upper equations coincide
  rw [coupling_eq_kinetic P hc φ]
  refine and_congr Iff.rfl ⟨fun h => ?_, fun h => ?_⟩
  · rw [sub_eq_zero.mpr h, map_zero] at key
    exact sub_eq_zero.mp ((smul_eq_zero.mp key.symm).resolve_left h2c)
  · -- injectivity removes the extra factor `P`
    apply sub_eq_zero.mp
    apply hP
    rw [key, sub_eq_zero.mpr h, smul_zero, map_zero]
```

The equivalence so far concerns small components of the form $P\varphi/(2c)$. If $P$ is also surjective, every $x$ has this form: choose $\varphi$ with $P\varphi = 2cx$. Injectivity makes that choice unique. In finite dimension an injective $P$ is automatically bijective, whereas in infinite dimension surjectivity is an additional condition. It fails for $\sigma\cdot p$ on the smooth, rapidly decreasing spinors mentioned above: there $P\varphi$ always integrates to zero over all space, so an $x$ with a nonzero integral is not of this form. The next theorem therefore does not cover that case, while the previous one does.

The symbol `∃!` in the statement means that exactly one $\varphi$ both reproduces $x$ and solves the modified equations with $\psi$.

```lean
/-- For bijective `P`, a pair `(ψ, x)` solves the Dirac equations exactly when `x` comes
from a unique pseudo-large component that solves the modified equations with `ψ`. -/
theorem dirac_iff_existsUnique (P V : M →ₗ[ℂ] M) (hP : Function.Bijective P)
    {c : ℝ} (hc : 0 < c) (E : ℂ) (ψ x : M) :
    IsDiracSolution P V c E ψ x ↔
      ∃! φ, x = smallComponent P c φ ∧ IsModifiedSolution P V c E ψ φ := by
  have h2c : (2 * (c : ℂ)) ≠ 0 :=
    mul_ne_zero two_ne_zero (Complex.ofReal_ne_zero.mpr hc.ne')
  constructor
  · intro h
    obtain ⟨φ, hφ⟩ := hP.2 ((2 * (c : ℂ)) • x)
    have hx : x = smallComponent P c φ := by
      rw [smallComponent, hφ, smul_smul, one_div_mul_cancel h2c, one_smul]
    refine ⟨φ, ⟨hx, (dirac_iff_modified P V hP.1 hc E ψ φ).mp (hx ▸ h)⟩, ?_⟩
    rintro φ' ⟨hx', -⟩
    apply hP.1
    rw [hφ, hx', smallComponent, smul_smul, mul_one_div_cancel h2c, one_smul]
  · rintro ⟨φ, ⟨hx, h⟩, -⟩
    rw [hx]
    exact (dirac_iff_modified P V hP.1 hc E ψ φ).mpr h
```

## One equation for the large component

Suppose that $\varphi = U\psi$ for a linear map $U$. Apply any linear map $A$ to the lower modified equation and add the upper one:

$$\Big[V + TU + AT - A\Big(T - \frac{W}{4c^2}\Big)U\Big]\psi = E\Big[1 + \frac{1}{2c^2}ATU\Big]\psi .$$

With $A = U^\dagger$ this is the working equation of the normalized elimination of the small component (NESC). The theorem treats a single solution with a given $U$. It neither constructs a $U$ shared by all electronic states nor shows that a solution of the single equation solves the original pair. In the proof, `h3` is the projected lower equation, and `linear_combination` adds it to the upper one.

```lean
/-- If `φ = U ψ`, the modified equations imply a single equation for `ψ`, for any linear
map `A` used to project the lower equation; the usual NESC form has `A = U†`. -/
theorem nesc_equation (P V U A : M →ₗ[ℂ] M) (c : ℝ) (E : ℂ) (ψ : M)
    (h : IsModifiedSolution P V c E ψ (U ψ)) :
    V ψ + kinetic P (U ψ) + A (kinetic P ψ)
        - A (kinetic P (U ψ) - (1 / (4 * (c : ℂ) ^ 2)) • dressedPotential P V (U ψ))
      = E • (ψ + (1 / (2 * (c : ℂ) ^ 2)) • A (kinetic P (U ψ))) := by
  obtain ⟨h1, h2⟩ := h
  have h3 := congrArg A h2
  simp only [map_add, map_sub, map_smul] at h3 ⊢
  linear_combination (norm := module) h1 + h3
```

For $A = U^\dagger$ and symmetric $P$, the two terms of the metric on the right account for the norms of the large and the small component. The second term follows by moving one factor of $P$ across the inner product:

$$\langle x, x'\rangle = \frac{1}{4c^2}\langle P\varphi, P\varphi'\rangle = \frac{1}{4c^2}\langle\varphi, P^2\varphi'\rangle = \frac{1}{2c^2}\langle\varphi, T\varphi'\rangle .$$

Here `hP φ (P φ')` moves the factor, and `hconj` records that the real prefactor equals its own conjugate.

```lean
/-- For symmetric `P`, the overlap of two small components is the matrix element of
`T / (2c²)` between their pseudo-large components. -/
theorem inner_smallComponent {H : Type*} [NormedAddCommGroup H] [InnerProductSpace ℂ H]
    (P : H →ₗ[ℂ] H) (hP : P.IsSymmetric) (c : ℝ) (φ φ' : H) :
    ⟪smallComponent P c φ, smallComponent P c φ'⟫_ℂ
      = 1 / (2 * (c : ℂ) ^ 2) * ⟪φ, kinetic P φ'⟫_ℂ := by
  have hconj : starRingEnd ℂ (1 / (2 * (c : ℂ))) = 1 / (2 * (c : ℂ)) := by
    have h := Complex.conj_ofReal (1 / (2 * c))
    push_cast at h
    exact h
  simp only [smallComponent, kinetic, inner_smul_left, inner_smul_right,
    LinearMap.smul_apply, LinearMap.comp_apply]
  rw [hconj, hP φ (P φ')]
  ring
```

## A one-dimensional instance in numbers

Take $M = \mathbb{C}$, $P = 3/2$, $V = -2$ and the artificial value $c = 2$. Then $T = 9/8$ and $W = -9/2$. The choice $\psi = 1$, $x = 1/3$ solves the Dirac equations at $E = -1$:

$$-2 + 3\cdot\tfrac13 = -1, \qquad 3 + (-2 - 8)\cdot\tfrac13 = -\tfrac13 .$$

The pseudo-large component is $\varphi = 2cx/P = 8/9$, so $T\varphi = 1$ and $W\varphi/(4c^2) = -1/4$. The modified equations become

$$-2 + 1 = -1, \qquad \tfrac98 - \tfrac14 - 1 = -\tfrac18 = \frac{E}{2c^2}\,T\varphi .$$

The small-component norm agrees as well: $|x|^2 = 1/9$ and $\varphi\,T\varphi/(2c^2) = 1/9$. The normalised Dirac vector is $(3, 1)/\sqrt{10}$.

## A zero mode can break the equivalence

A constant spinor in a periodic box has zero momentum, so $\sigma\cdot p$ annihilates it and is not injective there. A two-level model shows what can then go wrong. Its momentum matrix keeps the first state and annihilates the second:

$$P = \begin{pmatrix}1&0\\0&0\end{pmatrix}.$$

```lean
/-- A Hermitian two-level momentum matrix with a zero mode. -/
def singularP : (Fin 2 → ℂ) →ₗ[ℂ] (Fin 2 → ℂ) := Matrix.toLin' !![1, 0; 0, 0]
```

The potential couples the zero mode to the other state:

$$V = \begin{pmatrix}0&1\\1&2\end{pmatrix}.$$

```lean
/-- A Hermitian two-level potential that couples the zero mode to the other state. -/
def couplingV : (Fin 2 → ℂ) →ₗ[ℂ] (Fin 2 → ℂ) := Matrix.toLin' !![0, 1; 1, 2]
```

On a vector $v = (v_0, v_1)$, with indices starting at zero as in Lean, the momentum matrix gives $Pv = (v_0, 0)$.

```lean
/-- The singular momentum matrix keeps the first amplitude and removes the second. -/
theorem singularP_apply (v : Fin 2 → ℂ) : singularP v = ![v 0, 0] := by
  ext i
  fin_cases i <;> simp [singularP, Matrix.toLin'_apply, Matrix.mulVec, dotProduct,
    Fin.sum_univ_two]
```

The potential gives $Vv = (v_1, v_0 + 2v_1)$.

```lean
/-- The action of the coupling potential on the two amplitudes. -/
theorem couplingV_apply (v : Fin 2 → ℂ) : couplingV v = ![v 1, v 0 + 2 * v 1] := by
  ext i
  fin_cases i <;> simp [couplingV, Matrix.toLin'_apply, Matrix.mulVec, dotProduct,
    Fin.sum_univ_two]
```

Take $E = 0$, $\psi = (1, -\tfrac12)$ and $\varphi = (1, 0)$. Then $V\psi = (-\tfrac12, 0)$ and $T\varphi = (\tfrac12, 0)$, so the upper equation holds. In the lower modified equation $T\psi = T\varphi$ and $W\varphi = P(0, 1) = 0$, so it holds too.

The recovered small component is $x = (1/(2c), 0)$, and the lower Dirac residual is

$$r = (c, 0) + \Big(0, \frac{1}{2c}\Big) - (c, 0) = \Big(0, \frac{1}{2c}\Big) \neq 0 .$$

It lies entirely in the zero mode, where $P$ cannot detect it. Once $(\psi, x)$ is normalised, the residual has length $1/\sqrt{5c^2 + 1}$, which is nonzero for every $c > 0$. The Lean proof checks the modified equations component by component and obtains the contradiction from component `1` of the lower Dirac equation.

```lean
/-- With the singular momentum matrix, an explicit solution of the modified equations
at `E = 0` does not give a solution of the Dirac equations, for any `c > 0`. -/
theorem injectivity_needed {c : ℝ} (hc : 0 < c) :
    IsModifiedSolution singularP couplingV c 0 ![1, -1 / 2] ![1, 0] ∧
      ¬ IsDiracSolution singularP couplingV c 0 ![1, -1 / 2]
        (smallComponent singularP c ![1, 0]) := by
  refine ⟨⟨?_, ?_⟩, fun h => ?_⟩
  · ext i
    fin_cases i <;> norm_num [kinetic, singularP_apply, couplingV_apply]
  · ext i
    fin_cases i <;> norm_num [kinetic, dressedPotential, singularP_apply, couplingV_apply]
  · -- the zero-mode part of the lower Dirac equation reads `1 / (2c) = 0`
    have h1 := congrFun h.2 1
    norm_num [smallComponent, singularP_apply, couplingV_apply, hc.ne'] at h1

end ModifiedDirac
```

```lean
#print axioms ModifiedDirac.dirac_iff_modified
-- 'ModifiedDirac.dirac_iff_modified' depends on axioms: [propext, Classical.choice, Quot.sound]
#print axioms ModifiedDirac.dirac_iff_existsUnique
-- 'ModifiedDirac.dirac_iff_existsUnique' depends on axioms: [propext, Classical.choice, Quot.sound]
#print axioms ModifiedDirac.inner_smallComponent
-- 'ModifiedDirac.inner_smallComponent' depends on axioms: [propext, Classical.choice, Quot.sound]
#print axioms ModifiedDirac.injectivity_needed
-- 'ModifiedDirac.injectivity_needed' depends on axioms: [propext, Classical.choice, Quot.sound]
```
